# For Im z > 0, deleting one site of a finite Hermitian Hamiltonian changes tr G(z) by at most 1/Im z

Take an atom with a single orbital out of a tight-binding cluster and leave every other on-site energy and hopping as it was. In general the energy levels shift, and there is one fewer of them. How much can the density of states change at a given energy, once it has been smoothed over a width η? For a finite, non-interacting Hermitian model there is a bound that depends only on η, and not on the size of the cluster or the strength of the bonds to the missing atom.

The sites are labelled by a finite type `n`, with one orthonormal orbital per label. An atom with several orbitals is therefore a set of labels, a case treated below.

In Lean 4 with Mathlib:

```lean
import Mathlib

open Matrix
open scoped ComplexOrder

namespace SiteRemoval

noncomputable section

variable {m n : Type*} [Fintype m] [DecidableEq m] [Fintype n] [DecidableEq n]
```

For a Hamiltonian H and a complex energy z, the Green's matrix is

G(z) = (z − H)⁻¹.

```lean
/-- The Green's matrix `G(z) = (z - H)⁻¹`. -/
def green (H : Matrix n n ℂ) (z : ℂ) : Matrix n n ℂ := (z • (1 : Matrix n n ℂ) - H)⁻¹
```

Deleting site i means keeping the matrix elements between the remaining sites. The result H′ is indexed by the labels different from i, and its Green's matrix is G′. There is no relaxation: the surviving entries are unchanged.

```lean
/-- The Hamiltonian with row and column `i` deleted. -/
def removeSite (H : Matrix n n ℂ) (i : n) : Matrix {j // j ≠ i} {j // j ≠ i} ℂ :=
  H.submatrix Subtype.val Subtype.val
```

A set S of sites is deleted in the same way.

```lean
/-- The Hamiltonian with all rows and columns in `S` deleted. -/
def removeSites (H : Matrix n n ℂ) (S : Finset n) : Matrix {j // j ∉ S} {j // j ∉ S} ℂ :=
  H.submatrix Subtype.val Subtype.val
```

The smoothed density of states at energy E is

ρ_η(E) = −Im tr G(E + iη) / π.

For η > 0 it replaces each level by a Lorentzian of half-width η. It counts all states and is not divided by the number of sites.

```lean
/-- The density of states at energy `E` smoothed on the scale `η`: `-Im tr G(E + iη) / π`. -/
def smoothedDOS (H : Matrix n n ℂ) (E η : ℝ) : ℝ :=
  -(1 / Real.pi) * (trace (green H (E + η * Complex.I))).im
```

## The Green's matrix off the real axis

Suppose (z − H)v = 0 with v ≠ 0. Then Hv = zv, and evaluating v†Hv with H acting to the right and to the left gives

z v†v = v†Hv = z̄ v†v.

Since v†v ≠ 0, z would be real, which contradicts Im z > 0. So z − H is invertible. In the code, `h1` and `h2` are the two evaluations.

```lean
/-- For Hermitian `H` and `Im z > 0` the matrix `z - H` is invertible. -/
theorem isUnit_det {H : Matrix n n ℂ} (hH : H.IsHermitian) {z : ℂ} (hz : 0 < z.im) :
    IsUnit (z • (1 : Matrix n n ℂ) - H).det := by
  rw [isUnit_iff_ne_zero]
  intro h0
  obtain ⟨v, hv0, hv⟩ := Matrix.exists_mulVec_eq_zero_iff.mpr h0
  have hv' : H *ᵥ v = z • v := by
    rw [Matrix.sub_mulVec, Matrix.smul_mulVec, Matrix.one_mulVec, sub_eq_zero] at hv
    exact hv.symm
  -- evaluate the expectation value of `H` in `v` from both sides
  have h1 : star v ⬝ᵥ H *ᵥ v = z * (star v ⬝ᵥ v) := by
    rw [hv', dotProduct_smul, smul_eq_mul]
  have h2 : star v ⬝ᵥ H *ᵥ v = star z * (star v ⬝ᵥ v) := by
    have h3 := congrArg star hv'
    rw [Matrix.star_mulVec, hH.eq, star_smul] at h3
    rw [Matrix.dotProduct_mulVec, h3, smul_dotProduct, smul_eq_mul]
  have hs : star v ⬝ᵥ v ≠ 0 := fun h => hv0 (dotProduct_star_self_eq_zero.mp h)
  have h4 := congrArg Complex.im (mul_right_cancel₀ hs (h1.symm.trans h2))
  simp only [Complex.star_def, Complex.conj_im] at h4
  linarith
```

Write A = z − H. Because H is Hermitian, A† − A = (z̄ − z)1. Inserting this between G and G†, in either order, gives

G − G† = G(A† − A)G† = (z̄ − z) GG†,
G − G† = G†(A† − A)G = (z̄ − z) G†G.

The (i,i) entries are the Ward identities for row i and column i:

Im z · Σ_j |G_ij|² = −Im G_ii,
Im z · Σ_j |G_ji|² = −Im G_ii.

The matrix equations are `hrow` and `hcol`; `key` takes the imaginary part.

```lean
/-- Ward identity for Hermitian `H` and `Im z > 0`: `Im z` times the squared norm of row `i` of `G`,
and likewise of column `i`, equals `-Im G_ii`. -/
theorem ward_identity {H : Matrix n n ℂ} (hH : H.IsHermitian) {z : ℂ} (hz : 0 < z.im) (i : n) :
    z.im * ∑ j, ‖green H z i j‖ ^ 2 = -(green H z i i).im ∧
      z.im * ∑ j, ‖green H z j i‖ ^ 2 = -(green H z i i).im := by
  have hAG : (z • (1 : Matrix n n ℂ) - H) * green H z = 1 :=
    Matrix.mul_nonsing_inv _ (isUnit_det hH hz)
  have hGA : green H z * (z • (1 : Matrix n n ℂ) - H) = 1 :=
    Matrix.nonsing_inv_mul _ (isUnit_det hH hz)
  have hadj : (z • (1 : Matrix n n ℂ) - H)ᴴ = star z • (1 : Matrix n n ℂ) - H := by
    rw [Matrix.conjTranspose_sub, Matrix.conjTranspose_smul, Matrix.conjTranspose_one, hH.eq]
  have hdiff : (z • (1 : Matrix n n ℂ) - H)ᴴ - (z • (1 : Matrix n n ℂ) - H)
      = (star z - z) • (1 : Matrix n n ℂ) := by
    rw [hadj]; module
  have hGA' := congrArg Matrix.conjTranspose hAG
  have hAG' := congrArg Matrix.conjTranspose hGA
  rw [Matrix.conjTranspose_mul, Matrix.conjTranspose_one] at hGA' hAG'
  generalize green H z = G at *
  generalize z • (1 : Matrix n n ℂ) - H = A at *
  -- the two forms of the resolvent identity for `G - Gᴴ`
  have hrow : G - Gᴴ = (star z - z) • (G * Gᴴ) := by
    calc G - Gᴴ = G * (Aᴴ * Gᴴ) - (G * A) * Gᴴ := by rw [hAG', hGA, mul_one, one_mul]
      _ = G * (Aᴴ - A) * Gᴴ := by noncomm_ring
      _ = _ := by rw [hdiff, Matrix.mul_smul, mul_one, Matrix.smul_mul]
  have hcol : G - Gᴴ = (star z - z) • (Gᴴ * G) := by
    calc G - Gᴴ = (Gᴴ * Aᴴ) * G - Gᴴ * (A * G) := by rw [hGA', hAG, mul_one, one_mul]
      _ = Gᴴ * (Aᴴ - A) * G := by noncomm_ring
      _ = _ := by rw [hdiff, Matrix.mul_smul, mul_one, Matrix.smul_mul]
  have key : ∀ S : ℝ, G i i - star (G i i) = (star z - z) * (S : ℂ) →
      z.im * S = -(G i i).im := by
    intro S h
    have h' := congrArg Complex.im h
    simp only [Complex.sub_im, Complex.mul_im, Complex.ofReal_im, Complex.ofReal_re,
      Complex.star_def, Complex.conj_im] at h'
    linarith
  constructor
  · apply key
    have h := congrFun (congrFun hrow i) i
    rw [Matrix.sub_apply, Matrix.smul_apply, Matrix.mul_apply, smul_eq_mul] at h
    simp only [Matrix.conjTranspose_apply] at h
    rw [h, Complex.ofReal_sum]
    congr 1
    refine Finset.sum_congr rfl fun j _ => ?_
    rw [Complex.star_def, Complex.mul_conj, Complex.normSq_eq_norm_sq]
  · apply key
    have h := congrFun (congrFun hcol i) i
    rw [Matrix.sub_apply, Matrix.smul_apply, Matrix.mul_apply, smul_eq_mul] at h
    simp only [Matrix.conjTranspose_apply] at h
    rw [h, Complex.ofReal_sum]
    congr 1
    refine Finset.sum_congr rfl fun j _ => ?_
    rw [Complex.star_def, mul_comm, Complex.mul_conj, Complex.normSq_eq_norm_sq]
```

If G_ii were zero, the first identity would make all of row i of G vanish. Then (GA)_ii would be 0, whereas GA = 1 requires it to be 1. Hence G_ii ≠ 0, and we may divide by it.

```lean
/-- For Hermitian `H` and `Im z > 0` the diagonal entries of the Green's matrix do not vanish. -/
theorem green_diag_ne_zero {H : Matrix n n ℂ} (hH : H.IsHermitian) {z : ℂ} (hz : 0 < z.im)
    (i : n) : green H z i i ≠ 0 := by
  intro h0
  have hw := (ward_identity hH hz i).1
  rw [h0, Complex.zero_im, neg_zero] at hw
  have hs := (mul_eq_zero.mp hw).resolve_left hz.ne'
  rw [Finset.sum_eq_zero_iff_of_nonneg (fun j _ => by positivity)] at hs
  have hrow : ∀ j, green H z i j = 0 := fun j => by simpa using hs j (Finset.mem_univ j)
  have hGA : green H z * (z • (1 : Matrix n n ℂ) - H) = 1 :=
    Matrix.nonsing_inv_mul _ (isUnit_det hH hz)
  have h1 := congrFun (congrFun hGA i) i
  rw [Matrix.mul_apply, Matrix.one_apply_eq] at h1
  simp only [hrow, zero_mul, Finset.sum_const_zero] at h1
  exact zero_ne_one h1
```

## The Green's matrix with the site missing

A sum over the remaining sites equals the sum over all sites whenever the term at i is zero.

```lean
private lemma sum_ne (i : n) (f : n → ℂ) (h : f i = 0) :
    ∑ l : {l // l ≠ i}, f l = ∑ l, f l := by
  rw [← Finset.sum_subtype (Finset.univ.erase i) (by simp) f,
    ← Finset.add_sum_erase _ f (Finset.mem_univ i), h, zero_add]
```

This is what makes the following formula work. For j, k ≠ i,

G′_jk = G_jk − G_ji G_ik / G_ii.

To check it, call the right-hand side B_jk and multiply by z − H′. For a, b ≠ i we need Σ_{l≠i} A_al B_lb. The same expression for B at l = i is G_ib − G_ii G_ib / G_ii = 0, so the sum may run over all l:

Σ_l A_al G_lb − (Σ_l A_al G_li) G_ib / G_ii = δ_ab − δ_ai G_ib / G_ii = δ_ab.

So B is the inverse of z − H′. Hermiticity plays no part here: the theorem assumes only that z − H is invertible and G_ii ≠ 0.

```lean
/-- The Green's matrix after deleting site `i` is `G_jk - G_ji G_ik / G_ii`, for any complex
matrix `H` with `z - H` invertible and `G_ii ≠ 0`. -/
theorem green_removeSite {H : Matrix n n ℂ} {z : ℂ} {i : n}
    (hA : IsUnit (z • (1 : Matrix n n ℂ) - H).det) (hG : green H z i i ≠ 0)
    (j k : {j // j ≠ i}) :
    green (removeSite H i) z j k
      = green H z j k - green H z j i * green H z i k / green H z i i := by
  let B : Matrix {j // j ≠ i} {j // j ≠ i} ℂ := fun j k =>
    green H z j k - green H z j i * green H z i k / green H z i i
  have hAG : (z • (1 : Matrix n n ℂ) - H) * green H z = 1 := Matrix.mul_nonsing_inv _ hA
  have hentry : ∀ a b, ∑ l, (z • (1 : Matrix n n ℂ) - H) a l * green H z l b
      = (1 : Matrix n n ℂ) a b := fun a b => by rw [← Matrix.mul_apply, hAG]
  have hsub : ∀ a b : {j // j ≠ i}, (z • (1 : Matrix {j // j ≠ i} {j // j ≠ i} ℂ)
      - removeSite H i) a b = (z • (1 : Matrix n n ℂ) - H) a.1 b.1 := fun a b => by
    simp [removeSite, Matrix.one_apply, Subtype.ext_iff]
  -- `B` inverts `z - H'`: the missing term `l = i` of the sum vanishes
  have hB : (z • (1 : Matrix {j // j ≠ i} {j // j ≠ i} ℂ) - removeSite H i) * B = 1 := by
    ext a b
    calc _ = ∑ l : {l // l ≠ i}, (z • (1 : Matrix n n ℂ) - H) a.1 l.1 *
          (green H z l b - green H z l i * green H z i b / green H z i i) := by
          rw [Matrix.mul_apply]
          refine Finset.sum_congr rfl fun l _ => ?_
          rw [hsub]
      _ = ∑ l, (z • (1 : Matrix n n ℂ) - H) a.1 l *
          (green H z l b - green H z l i * green H z i b / green H z i i) :=
          sum_ne i (fun l => (z • (1 : Matrix n n ℂ) - H) a.1 l *
            (green H z l b - green H z l i * green H z i b / green H z i i))
            (by simp [mul_div_cancel_left₀ _ hG])
      _ = ∑ l, (z • (1 : Matrix n n ℂ) - H) a.1 l * green H z l b
          - (∑ l, (z • (1 : Matrix n n ℂ) - H) a.1 l * green H z l i)
            * (green H z i b / green H z i i) := by
          rw [Finset.sum_mul, ← Finset.sum_sub_distrib]
          exact Finset.sum_congr rfl fun l _ => by ring
      _ = _ := by
          rw [hentry, hentry, Matrix.one_apply_ne a.2]
          simp [Matrix.one_apply, Subtype.ext_iff]
  have h : green (removeSite H i) z = B := Matrix.inv_eq_right_inv hB
  rw [h]
```

## The trace and its bound

Put k = j in the formula and sum. The term at i again vanishes, so the sum may include it, and

tr G − tr G′ = Σ_l G_il G_li / G_ii = (G²)_ii / G_ii.

For Hermitian H and Im z > 0, the inequality 2xy ≤ x² + y² and the two Ward identities bound the numerator:

|(G²)_ii| ≤ Σ_l |G_il| |G_li| ≤ ½ (Σ_l |G_il|² + Σ_l |G_li|²) = −Im G_ii / Im z ≤ |G_ii| / Im z.

Dividing by |G_ii| gives |tr G − tr G′| ≤ 1/Im z. The theorem states the identity and the bound together; `hN` is the estimate of the numerator.

```lean
/-- For `Im z > 0`, deleting site `i` of a Hermitian `H` changes the trace of the Green's matrix by
`(G²)_ii / G_ii`, whose modulus is at most `1 / Im z`. -/
theorem trace_green_removeSite {H : Matrix n n ℂ} (hH : H.IsHermitian) {z : ℂ}
    (hz : 0 < z.im) (i : n) :
    trace (green H z) - trace (green (removeSite H i) z)
        = (green H z * green H z) i i / green H z i i ∧
      ‖trace (green H z) - trace (green (removeSite H i) z)‖ ≤ 1 / z.im := by
  have hG := green_diag_ne_zero hH hz i
  have htr : trace (green (removeSite H i) z)
      = ∑ l, (green H z l l - green H z l i * green H z i l / green H z i i) :=
    (Finset.sum_congr rfl fun l _ => green_removeSite (isUnit_det hH hz) hG l l).trans
      (sum_ne i (fun l => green H z l l - green H z l i * green H z i l / green H z i i)
        (by simp [mul_div_cancel_left₀ _ hG]))
  have heq : trace (green H z) - trace (green (removeSite H i) z)
      = (green H z * green H z) i i / green H z i i := by
    rw [htr, Finset.sum_sub_distrib, ← Finset.sum_div, Matrix.mul_apply]
    simp only [Matrix.trace, Matrix.diag_apply, sub_sub_cancel]
    congr 1
    exact Finset.sum_congr rfl fun l _ => mul_comm _ _
  refine ⟨heq, ?_⟩
  obtain ⟨hr, hc⟩ := ward_identity hH hz i
  -- bound `(G²)_ii` by the mean of the squared row and column norms
  have hN : ‖(green H z * green H z) i i‖
      ≤ (∑ j, ‖green H z i j‖ ^ 2 + ∑ j, ‖green H z j i‖ ^ 2) / 2 := by
    rw [Matrix.mul_apply, ← Finset.sum_add_distrib, Finset.sum_div]
    refine (norm_sum_le _ _).trans (Finset.sum_le_sum fun j _ => ?_)
    rw [norm_mul]
    nlinarith [sq_nonneg (‖green H z i j‖ - ‖green H z j i‖)]
  have him := (neg_le_abs _).trans (Complex.abs_im_le_norm (green H z i i))
  rw [heq, norm_div, div_le_div_iff₀ (norm_pos_iff.mpr hG) hz]
  nlinarith [mul_le_mul_of_nonneg_left hN hz.le]
```

## Several vacancies

To delete a set, delete its members one at a time. Removing S and then a leaves the same sites as removing S ∪ {a} at once, but under different labels, so we need the trace to be independent of labelling.

```lean
/-- Relabelling the sites leaves the trace of the Green's matrix unchanged. -/
theorem trace_green_relabel (e : m ≃ n) (H : Matrix n n ℂ) (z : ℂ) :
    trace (green (H.submatrix e e) z) = trace (green H z) := by
  have h : z • (1 : Matrix m m ℂ) - H.submatrix e e
      = (z • (1 : Matrix n n ℂ) - H).submatrix e e := by
    ext a b
    simp [Matrix.one_apply, e.injective.eq_iff]
  unfold green
  rw [h, Matrix.inv_submatrix_equiv]
  exact Equiv.sum_comp e (fun j => (z • (1 : Matrix n n ℂ) - H)⁻¹ j j)
```

Each step costs at most 1/Im z, since the matrix that remains is still Hermitian. By the triangle inequality and induction on S,

|tr G − tr G_S| ≤ |S| / Im z,

where G_S is the Green's matrix with S deleted. The set may be empty or contain every site.

```lean
/-- For Hermitian `H` and `Im z > 0`, deleting a set `S` of sites changes the trace of the Green's
matrix by at most `|S| / Im z` in modulus. -/
theorem trace_green_removeSites {H : Matrix n n ℂ} (hH : H.IsHermitian) {z : ℂ}
    (hz : 0 < z.im) (S : Finset n) :
    ‖trace (green H z) - trace (green (removeSites H S) z)‖ ≤ S.card / z.im := by
  induction S using Finset.induction_on with
  | empty =>
    have h : trace (green (removeSites H ∅) z) = trace (green H z) :=
      trace_green_relabel (Equiv.subtypeUnivEquiv (fun x => Finset.notMem_empty x)) H z
    simp [h]
  | insert a S ha ih =>
    -- deleting `insert a S` means deleting `S` first and then `a`
    let e : {j // j ∉ insert a S} ≃ {x : {j // j ∉ S} // x ≠ ⟨a, ha⟩} :=
      { toFun := fun j => ⟨⟨j.1, fun h => j.2 (Finset.mem_insert_of_mem h)⟩,
          fun h => j.2 (Finset.mem_insert.mpr (Or.inl (congrArg Subtype.val h)))⟩
        invFun := fun x => ⟨x.1.1, fun h => (Finset.mem_insert.mp h).elim
          (fun h => x.2 (Subtype.ext h)) x.1.2⟩
        left_inv := fun _ => rfl
        right_inv := fun _ => rfl }
    have h1 : trace (green (removeSites H (insert a S)) z)
        = trace (green (removeSite (removeSites H S) ⟨a, ha⟩) z) :=
      trace_green_relabel e (removeSite (removeSites H S) ⟨a, ha⟩) z
    have hS : (removeSites H S).IsHermitian := hH.submatrix _
    have h2 := (trace_green_removeSite hS hz ⟨a, ha⟩).2
    rw [h1, Finset.card_insert_of_notMem ha, Nat.cast_add, Nat.cast_one, add_div]
    exact (norm_sub_le_norm_sub_add_norm_sub _ _ _).trans (add_le_add ih h2)
```

Set z = E + iη with η > 0, take imaginary parts and divide by π. Writing ρ_η,S for the smoothed density of states after the deletion,

|ρ_η(E) − ρ_η,S(E)| ≤ |S| / (πη)

at every real E. For non-empty S the bound grows without limit as η → 0, so it does not limit the change in ρ_η(E) uniformly in η.

```lean
/-- For Hermitian `H` and `η > 0`, deleting a set `S` of sites changes the smoothed density of
states at every energy by at most `|S| / (π η)`. -/
theorem smoothedDOS_removeSites {H : Matrix n n ℂ} (hH : H.IsHermitian) (E : ℝ) {η : ℝ}
    (hη : 0 < η) (S : Finset n) :
    |smoothedDOS H E η - smoothedDOS (removeSites H S) E η| ≤ S.card / (Real.pi * η) := by
  have him : ((E : ℂ) + η * Complex.I).im = η := by simp
  have h := trace_green_removeSites hH (z := (E : ℂ) + η * Complex.I) (by rw [him]; exact hη) S
  rw [him] at h
  have h' := (Complex.abs_im_le_norm _).trans h
  rw [Complex.sub_im] at h'
  unfold smoothedDOS
  rw [← mul_sub, abs_mul, abs_neg, abs_of_pos (one_div_pos.mpr Real.pi_pos)]
  refine (mul_le_mul_of_nonneg_left h' (one_div_pos.mpr Real.pi_pos).le).trans (le_of_eq ?_)
  rw [div_mul_div_comm, one_mul]
```

## One isolated level reaches the bound

The smallest case is a single site of energy d. Deleting it leaves an empty matrix with trace 0, so the change is G itself, of modulus 1/|z − d|. At z = d + iη this equals 1/η.

Adding further sites that are not coupled to it changes nothing. For a diagonal H with real energies d_j, and z = d_i + iη,

(G²)_ii / G_ii = G_ii = 1/(iη),

which has modulus 1/η. The constant in the one-site trace bound therefore cannot be improved.

```lean
/-- The one-site bound is attained: for uncoupled sites with energies `d` and `η > 0`, deleting site
`i` changes the trace at `z = d_i + iη` by exactly `1 / η` in modulus. -/
theorem bound_attained (d : n → ℝ) (i : n) {η : ℝ} (hη : 0 < η) :
    ‖trace (green (diagonal fun j => (d j : ℂ)) (d i + η * Complex.I))
      - trace (green (removeSite (diagonal fun j => (d j : ℂ)) i) (d i + η * Complex.I))‖
      = 1 / η := by
  have him : ((d i : ℂ) + η * Complex.I).im = η := by simp
  have hH : (diagonal fun j => (d j : ℂ)).IsHermitian := by
    rw [Matrix.IsHermitian, Matrix.diagonal_conjTranspose]
    congr 1
    funext j
    simp
  have hne : ∀ j, (d i : ℂ) + η * Complex.I - d j ≠ 0 := by
    intro j h
    have h' := congrArg Complex.im h
    rw [Complex.sub_im, him, Complex.ofReal_im, Complex.zero_im] at h'
    linarith
  have hg : green (diagonal fun j => (d j : ℂ)) (d i + η * Complex.I)
      = diagonal fun j => ((d i : ℂ) + η * Complex.I - d j)⁻¹ := by
    apply Matrix.inv_eq_right_inv
    rw [Matrix.smul_one_eq_diagonal, Matrix.diagonal_sub, Matrix.diagonal_mul_diagonal,
      ← Matrix.diagonal_one]
    congr 1
    funext j
    exact mul_inv_cancel₀ (hne j)
  rw [(trace_green_removeSite hH (by rw [him]; exact hη) i).1, hg,
    Matrix.diagonal_mul_diagonal, Matrix.diagonal_apply_eq, Matrix.diagonal_apply_eq,
    mul_div_cancel_left₀ _ (inv_ne_zero (hne i)), add_sub_cancel_left, norm_inv, norm_mul,
    Complex.norm_I, mul_one, Complex.norm_real, Real.norm_of_nonneg hη.le, one_div]

end

end SiteRemoval
```

```lean
#print axioms SiteRemoval.trace_green_removeSite
#print axioms SiteRemoval.smoothedDOS_removeSites
#print axioms SiteRemoval.bound_attained
```

```
'SiteRemoval.trace_green_removeSite' depends on axioms: [propext, Classical.choice, Quot.sound]
'SiteRemoval.smoothedDOS_removeSites' depends on axioms: [propext, Classical.choice, Quot.sound]
'SiteRemoval.bound_attained' depends on axioms: [propext, Classical.choice, Quot.sound]
```
